# Spin contamination of an unrestricted determinant as a squared Frobenius norm

Written as $\operatorname{tr}B-\operatorname{tr}(AB)$, the spin contamination of a determinant with spin-up and spin-down one-matrices $A$, $B$ in an orthonormal basis (and at least as many spin-up as spin-down electrons) has no evident sign and is not evidently real, since $AB$ need not be Hermitian. Writing it as a squared Frobenius norm settles both points at once: it is real and nonnegative, so a computed value that is negative beyond rounding signals an error, and it vanishes exactly when the spin-down space lies inside the spin-up space.

```lean
import Mathlib

open Matrix

namespace SpinContamination

noncomputable section

variable {n a b : Type*} [Fintype n] [Fintype a] [Fintype b]

/-- Squared Frobenius norm of a complex matrix: the sum of the squared moduli of its entries. -/
def frobSq (M : Matrix a b ℂ) : ℝ := ∑ i, ∑ j, ‖M i j‖ ^ 2

/-- A one-particle density matrix of a determinant: Hermitian and idempotent. -/
structure IsOrthProj (P : Matrix n n ℂ) : Prop where
  herm : Pᴴ = P
  idem : P * P = P

/-- Spin contamination `tr B - tr (A B)` for the spin-up one-matrix `A` and the
spin-down one-matrix `B`. -/
def contamination (A B : Matrix n n ℂ) : ℂ := trace B - trace (A * B)

/-- The trace of `Mᴴ M` is the squared Frobenius norm of `M`. -/
theorem trace_gram (M : Matrix a b ℂ) : trace (Mᴴ * M) = (frobSq M : ℂ) := by
  simp only [Matrix.trace, Matrix.diag_apply, Matrix.mul_apply, conjTranspose_apply, frobSq]
  push_cast
  rw [Finset.sum_comm]
  refine Finset.sum_congr rfl fun i _ => Finset.sum_congr rfl fun j _ => ?_
  exact Complex.conj_mul' _

/-- The squared Frobenius norm vanishes exactly for the zero matrix. -/
theorem frobSq_eq_zero_iff (M : Matrix a b ℂ) : frobSq M = 0 ↔ M = 0 := by
  constructor
  · intro h
    ext i j
    unfold frobSq at h
    have hrow : ∀ i ∈ (Finset.univ : Finset a), 0 ≤ ∑ j, ‖M i j‖ ^ 2 :=
      fun i _ => by positivity
    have hent : ∀ j ∈ (Finset.univ : Finset b), 0 ≤ ‖M i j‖ ^ 2 :=
      fun j _ => by positivity
    have h1 := (Finset.sum_eq_zero_iff_of_nonneg hrow).1 h i (Finset.mem_univ _)
    have h2 := (Finset.sum_eq_zero_iff_of_nonneg hent).1 h1 j (Finset.mem_univ _)
    simpa using h2
  · rintro rfl
    simp [frobSq]

/-- For Hermitian projectors `A`, `B` the spin contamination equals the squared
Frobenius norm of `(1 - A) B`. -/
theorem contamination_eq_frobSq [DecidableEq n] {A B : Matrix n n ℂ}
    (hA : IsOrthProj A) (hB : IsOrthProj B) :
    contamination A B = (frobSq ((1 - A) * B) : ℂ) := by
  -- `1 - A` is again a projector, so the Gram matrix collapses
  have h : ((1 - A) * B)ᴴ * ((1 - A) * B) = B - B * A * B := by
    rw [conjTranspose_mul, conjTranspose_sub, conjTranspose_one, hA.herm, hB.herm]
    calc B * (1 - A) * ((1 - A) * B)
        = B * B - B * A * B - B * A * B + B * (A * A) * B := by noncomm_ring
      _ = B - B * A * B := by
          rw [hA.idem, hB.idem]
          abel
  -- cyclicity of the trace and `B² = B`
  have ht : trace (B * A * B) = trace (A * B) := by
    rw [trace_mul_cycle, hB.idem, trace_mul_comm]
  rw [← trace_gram, h, trace_sub, ht, contamination]

/-- For Hermitian projectors `A`, `B` the spin contamination equals the squared Frobenius
norm of `(1 - A) B`, has nonnegative real part, and vanishes exactly when `A B = B`. -/
theorem spin_contamination [DecidableEq n] {A B : Matrix n n ℂ}
    (hA : IsOrthProj A) (hB : IsOrthProj B) :
    contamination A B = (frobSq ((1 - A) * B) : ℂ) ∧
      0 ≤ (contamination A B).re ∧
      (contamination A B = 0 ↔ A * B = B) := by
  have h := contamination_eq_frobSq hA hB
  refine ⟨h, ?_, ?_⟩
  · rw [h, Complex.ofReal_re]
    unfold frobSq
    positivity
  · rw [h, Complex.ofReal_eq_zero, frobSq_eq_zero_iff, Matrix.sub_mul, Matrix.one_mul,
      sub_eq_zero]
    exact eq_comm

/-- For Hermitian projectors `tr (A B)` is the squared Frobenius norm of `A B`; the spin
contamination is at most `tr B` (real parts) and equals `tr B` exactly when `A B = 0`. -/
theorem contamination_le_trace {A B : Matrix n n ℂ}
    (hA : IsOrthProj A) (hB : IsOrthProj B) :
    trace (A * B) = (frobSq (A * B) : ℂ) ∧
      (contamination A B).re ≤ (trace B).re ∧
      (contamination A B = trace B ↔ A * B = 0) := by
  have h : (A * B)ᴴ * (A * B) = B * A * B := by
    rw [conjTranspose_mul, hA.herm, hB.herm]
    calc B * A * (A * B) = B * (A * A) * B := by simp only [Matrix.mul_assoc]
      _ = B * A * B := by rw [hA.idem]
  have ht : trace (B * A * B) = trace (A * B) := by
    rw [trace_mul_cycle, hB.idem, trace_mul_comm]
  have hf : trace (A * B) = (frobSq (A * B) : ℂ) := by
    rw [← trace_gram, h, ht]
  have h0 : 0 ≤ frobSq (A * B) := by
    unfold frobSq
    positivity
  refine ⟨hf, ?_, ?_⟩
  · rw [contamination, hf, Complex.sub_re, Complex.ofReal_re]
    linarith
  · rw [contamination, sub_eq_self, hf, Complex.ofReal_eq_zero, frobSq_eq_zero_iff]

/-- For Hermitian projectors of equal trace (equal numbers of spin-up and spin-down
electrons) the spin contamination vanishes exactly when `A = B`. -/
theorem contamination_eq_zero_iff_of_trace_eq [DecidableEq n] {A B : Matrix n n ℂ}
    (hA : IsOrthProj A) (hB : IsOrthProj B) (htr : trace A = trace B) :
    contamination A B = 0 ↔ A = B := by
  constructor
  · intro h
    -- with equal traces the contamination is symmetric in `A` and `B`
    have hs : contamination B A = contamination A B := by
      rw [contamination, contamination, htr, trace_mul_comm B A]
    have h1 : A * B = B := (spin_contamination hA hB).2.2.1 h
    have h2 : B * A = A := (spin_contamination hB hA).2.2.1 (hs.trans h)
    -- the adjoint of `B A = A` is `A B = A`
    have h3 : A * B = A := by
      have h4 := congrArg conjTranspose h2
      rwa [conjTranspose_mul, hA.herm, hB.herm] at h4
    exact h3.symm.trans h1
  · rintro rfl
    exact (spin_contamination hA hA).2.2.2 hA.idem

/-- If the columns of `C` are orthonormal orbitals, `C Cᴴ` is a Hermitian projector. -/
theorem isOrthProj_of_orthonormal [DecidableEq a] {C : Matrix n a ℂ} (hC : Cᴴ * C = 1) :
    IsOrthProj (C * Cᴴ) := by
  constructor
  · rw [conjTranspose_mul, conjTranspose_conjTranspose]
  · calc C * Cᴴ * (C * Cᴴ) = C * (Cᴴ * C) * Cᴴ := by simp only [Matrix.mul_assoc]
      _ = C * Cᴴ := by rw [hC, Matrix.mul_one]

/-- For orthonormal spin-up orbitals (columns of `C`) and orthonormal spin-down orbitals
(columns of `D`), the contamination of `C Cᴴ`, `D Dᴴ` is the number of spin-down orbitals minus
the sum of squared moduli of the overlaps `Cᴴ D`, and that sum is at most this number. -/
theorem contamination_orbitals [DecidableEq n] [DecidableEq a] [DecidableEq b]
    {C : Matrix n a ℂ} {D : Matrix n b ℂ} (hC : Cᴴ * C = 1) (hD : Dᴴ * D = 1) :
    contamination (C * Cᴴ) (D * Dᴴ) = (Fintype.card b : ℂ) - (frobSq (Cᴴ * D) : ℂ) ∧
      frobSq (Cᴴ * D) ≤ (Fintype.card b : ℝ) := by
  have h1 : trace (D * Dᴴ) = (Fintype.card b : ℂ) := by
    rw [trace_mul_comm, hD, trace_one]
  -- `tr (C Cᴴ D Dᴴ) = tr (Sᴴ S)` with the overlap matrix `S = Cᴴ D`
  have h2 : trace (C * Cᴴ * (D * Dᴴ)) = (frobSq (Cᴴ * D) : ℂ) := by
    rw [← trace_gram, conjTranspose_mul, conjTranspose_conjTranspose,
      ← Matrix.mul_assoc (C * Cᴴ) D Dᴴ, trace_mul_comm (C * Cᴴ * D) Dᴴ]
    simp only [Matrix.mul_assoc]
  have h : contamination (C * Cᴴ) (D * Dᴴ)
      = (Fintype.card b : ℂ) - (frobSq (Cᴴ * D) : ℂ) := by
    rw [contamination, h1, h2]
  refine ⟨h, ?_⟩
  have h3 := (spin_contamination (isOrthProj_of_orthonormal hC)
    (isOrthProj_of_orthonormal hD)).2.1
  rw [h, Complex.sub_re, Complex.ofReal_re, Complex.natCast_re] at h3
  linarith

/-- The matrices `diag(1, 0)` and the `2 × 2` matrix with all entries `1/2` are Hermitian
projectors, and their spin contamination is `1/2`. -/
theorem contamination_witness :
    IsOrthProj (!![1, 0; 0, 0] : Matrix (Fin 2) (Fin 2) ℂ) ∧
      IsOrthProj (!![1 / 2, 1 / 2; 1 / 2, 1 / 2] : Matrix (Fin 2) (Fin 2) ℂ) ∧
      contamination (!![1, 0; 0, 0] : Matrix (Fin 2) (Fin 2) ℂ)
        !![1 / 2, 1 / 2; 1 / 2, 1 / 2] = 1 / 2 := by
  refine ⟨⟨?_, ?_⟩, ⟨?_, ?_⟩, ?_⟩
  · ext i j
    fin_cases i <;> fin_cases j <;> simp [conjTranspose_apply]
  · ext i j
    fin_cases i <;> fin_cases j <;> simp [Matrix.mul_apply, Fin.sum_univ_two]
  · ext i j
    fin_cases i <;> fin_cases j <;> simp [conjTranspose_apply]
  · ext i j
    fin_cases i <;> fin_cases j <;> simp [Matrix.mul_apply, Fin.sum_univ_two] <;> norm_num
  · simp [contamination, Matrix.trace_fin_two]

end

end SpinContamination
```

```lean
#print axioms SpinContamination.spin_contamination
#print axioms SpinContamination.contamination_le_trace
#print axioms SpinContamination.contamination_eq_zero_iff_of_trace_eq
#print axioms SpinContamination.contamination_orbitals
```

```
'SpinContamination.spin_contamination' depends on axioms: [propext, Classical.choice, Quot.sound]
'SpinContamination.contamination_le_trace' depends on axioms: [propext, Classical.choice, Quot.sound]
'SpinContamination.contamination_eq_zero_iff_of_trace_eq' depends on axioms: [propext, Classical.choice, Quot.sound]
'SpinContamination.contamination_orbitals' depends on axioms: [propext, Classical.choice, Quot.sound]
```

## Statement and physics

The finite type `n` labels an orthonormal basis of spatial functions. `IsOrthProj P` requires $P^\dagger=P$ (`herm`) and $P^2=P$ (`idem`), as for the projector onto the occupied orbitals of one spin. `frobSq M` is $\|M\|^2=\sum_{i,j}|M_{ij}|^2$, and `contamination A B` is the complex number $c(A,B)=\operatorname{tr}B-\operatorname{tr}(AB)$, which is not symmetric: $A$ is spin-up.

For two such projectors, `spin_contamination` states that $c=\|(1-A)B\|^2$, that $\operatorname{Re}c\ge0$, and that $c=0$ exactly when $AB=B$, meaning that the spin-down space lies inside the spin-up space. `contamination_le_trace` gives $\operatorname{tr}(AB)=\|AB\|^2$, $\operatorname{Re}c\le\operatorname{Re}\operatorname{tr}B$, and $c=\operatorname{tr}B$ exactly when $AB=0$. `contamination_eq_zero_iff_of_trace_eq` assumes $\operatorname{tr}A=\operatorname{tr}B$ and concludes that $c=0$ exactly when $A=B$.

In `contamination_orbitals` the columns of $C$ (indexed by `a`) and $D$ (indexed by `b`) are spin-up and spin-down orbitals with $C^\dagger C=1$, $D^\dagger D=1$. With $N_\alpha$, $N_\beta$ the sizes of `a`, `b` and overlap matrix $S=C^\dagger D$,
$$c(CC^\dagger,DD^\dagger)=N_\beta-\sum_{i\in a,\,j\in b}|S_{ij}|^2,\qquad \sum_{i,j}|S_{ij}|^2\le N_\beta .$$
Empty index sets are allowed; $N_\beta=0$ gives $c=0$.

For a single determinant of pure spin-up and spin-down orbitals in a finite basis, as in unrestricted Hartree–Fock, the total-spin operator has $\langle\hat S^2\rangle=m(m+1)+c$ in units of $\hbar^2$, with $m=(N_\alpha-N_\beta)/2$; for $N_\alpha\ge N_\beta$, $c$ is the excess over the pure-spin value. The file contains no wavefunction or spin operator, so this formula, like the counter-examples and the non-orthogonal form below, rests on ordinary argument and not on Lean. Fractional occupations, correlated states and orbitals of mixed spin are not covered.

## Why it is true

For any matrix, $\operatorname{tr}(M^\dagger M)=\sum_j\sum_i\overline{M_{ij}}M_{ij}=\|M\|^2$. This is `trace_gram`, where `Finset.sum_comm` exchanges the sums. A sum of nonnegative terms vanishes only if each term does, so $\|M\|^2=0$ exactly when $M=0$; `frobSq_eq_zero_iff` applies this to rows and then to entries.

Take $M=(1-A)B$. Hermiticity gives $M^\dagger=B(1-A)$, and
$$M^\dagger M=B^2-BAB-BAB+BA^2B=B-BAB .$$
In `contamination_eq_frobSq`, `noncomm_ring` performs the expansion, and `hA.idem`, `hB.idem` and `abel` collapse it. Cyclicity gives $\operatorname{tr}(BAB)=\operatorname{tr}(B^2A)=\operatorname{tr}(BA)=\operatorname{tr}(AB)$, which is `ht`. Hence $\|M\|^2=\operatorname{tr}B-\operatorname{tr}(AB)=c$. The sign follows by `positivity`, and $c=0$ is equivalent to $B-AB=0$.

For the upper bound take $M=AB$: then $M^\dagger M=BA^2B=BAB$, so $\operatorname{tr}(AB)=\|AB\|^2\ge0$ and $c=\operatorname{tr}B-\|AB\|^2$.

With equal traces, $c(B,A)=\operatorname{tr}A-\operatorname{tr}(BA)=c(A,B)$ (`hs`). If this vanishes, the main theorem used both ways gives $AB=B$ and $BA=A$. The adjoint of the second is $AB=A$ (`h3`), so $A=B$. Conversely, $A=B$ makes $AB=B$ the idempotency of $A$.

For orbitals, $CC^\dagger$ is Hermitian and $C(C^\dagger C)C^\dagger=CC^\dagger$ (`isOrthProj_of_orthonormal`). Further $\operatorname{tr}(DD^\dagger)=\operatorname{tr}(D^\dagger D)=N_\beta$ (`h1`) and $\operatorname{tr}(CC^\dagger DD^\dagger)=\operatorname{tr}(D^\dagger CC^\dagger D)=\operatorname{tr}(S^\dagger S)=\|S\|^2$ (`h2`). The bound on $\|S\|^2$ is $\operatorname{Re}c\ge0$ rearranged.

## A numerical instance

`contamination_witness` shows that the following $A$ and $B$ are projectors with $c=\tfrac12$:
$$A=\begin{pmatrix}1&0\\0&0\end{pmatrix},\quad B=\tfrac12\begin{pmatrix}1&1\\1&1\end{pmatrix},\quad AB=\tfrac12\begin{pmatrix}1&1\\0&0\end{pmatrix},\quad (1-A)B=\tfrac12\begin{pmatrix}0&0\\1&1\end{pmatrix}.$$
Here $c=1-\tfrac12$ and $\|(1-A)B\|^2=\tfrac14+\tfrac14$. The normalised orbitals are $(1,0)$ and $(1,1)/\sqrt2$, with overlap $1/\sqrt2$, so $N_\beta-|S|^2=\tfrac12$ as well.

## Dropping a hypothesis

Without idempotency, the $1\times1$ Hermitian matrices $A=2$, $B=1$ give $c=-1$ while $\|(1-A)B\|^2=1$. Without hermiticity, take the idempotent $A$ with rows $(1,1)$ and $(0,0)$ and the $B$ above: then $AB=A$, so $c=1-1=0$ although $AB\ne B$. Without equal traces, the $1\times1$ projectors $A=1$, $B=0$ have $c=0$ and $A\ne B$.

## Another model, and code

The occupied spaces could have been modelled as subspaces $U$, $V$ of a finite-dimensional inner-product space, with $A$, $B$ their orthogonal projections. The projector properties would then be derived, the vanishing condition would read $V\subseteq U$, and no basis would be singled out.

In an atomic-orbital basis with positive definite overlap matrix $G$, the coefficients satisfy $C^\dagger GC=1$ and $D^\dagger GD=1$, and a program can form $S=C^\dagger GD$ from the occupied columns and evaluate $N_\beta-\sum|S_{ij}|^2$. Replacing $C$, $D$ by $G^{1/2}C$, $G^{1/2}D$ returns to the orthonormal case of `contamination_orbitals`, so a negative value beyond rounding indicates a fault, such as orbitals that are not orthonormal with respect to $G$; the upper bound $N_\beta$ holds for this expression whatever the coefficients are.
